# Same-level Huzinaga embedding keeps the active density stationary

In parts (a) to (f) the densities and the Fock operator are modelled as fixed elements of an arbitrary ring R, with no basis, trace, adjoint or dimension attached. Part (g) takes them to be linear operators on an inner product space, and part (h) real matrices. The active density A and the environment density B are projectors onto occupied orbitals, and F is the Fock operator of the whole system. "Stationary" means commuting with the effective one-particle operator. Unless a part says otherwise, the assumptions are

A² = A, B² = B, AB = BA = 0, F(A + B) = (A + B)F.

The last one says that the total density is stationary for F. It holds at self-consistency, and it leaves F free to couple A to B, as it generally does after the occupied orbitals have been localised.

Because F is a fixed element, its dependence on the density is not modelled. "Same-level" means that one F, evaluated at the total density, serves both subsystems. Within that restriction, the results describe the fixed point that a projector-embedding calculation should reproduce when both subsystems are treated by the same mean-field method. They say nothing about whether the iterations converge to it.

```lean
import Mathlib

namespace SameLevelEmbedding

section Ring

variable {R : Type*} [Ring R]
```

The operator under study adds two projection terms to F:

H = F − BF − FB.

In Lean this is `huzinaga F B`. The second argument is the density being projected out, so `huzinaga F A` is the operator with the roles exchanged.

```lean
/-- The Huzinaga operator `F - B F - F B` for a Fock operator `F` and an environment
density `B`. -/
def huzinaga (F B : R) : R := F - B * F - F * B
```

## (a) The active row of F

Using A² = A, AB = 0 and the stationarity of A + B, show that

AF = AFA + AFB.

Since A² = A and AB = 0, we have A = A² + AB = A(A + B). Insert this and move F through the total density:

AF = A(A + B)F = AF(A + B) = AFA + AFB.

There is no active–virtual block. The `calc` chain below follows the same route: `hF` moves F, and `noncomm_ring` expands and regroups products without commuting factors.

```lean
/-- If `F` commutes with the total density, then `F` followed by projection on the active
subsystem has only an active-active and an active-environment block. -/
theorem active_row {A B F : R} (hA : A * A = A) (hAB : A * B = 0)
    (hF : F * (A + B) = (A + B) * F) : A * F = A * F * A + A * F * B := by
  calc A * F = (A * A + A * B) * F := by rw [hA, hAB, add_zero]
    _ = A * ((A + B) * F) := by noncomm_ring
    _ = A * (F * (A + B)) := by rw [hF]
    _ = A * F * A + A * F * B := by noncomm_ring
```

## (b) The active column of F

Using BA = 0 in place of AB = 0, show that

FA = AFA + BFA.

Now A = A² + BA = (A + B)A, so

FA = F(A + B)A = (A + B)FA = AFA + BFA.

This is (a) with the order of every product reversed, that is, (a) in the opposite ring. The Lean proof writes the computation out directly.

```lean
/-- If `F` commutes with the total density, then `F` acting on the active subsystem has only
an active-active and an environment-active block. -/
theorem active_column {A B F : R} (hA : A * A = A) (hBA : B * A = 0)
    (hF : F * (A + B) = (A + B) * F) : F * A = A * F * A + B * F * A := by
  calc F * A = F * (A * A + B * A) := by rw [hA, hBA, add_zero]
    _ = (F * (A + B)) * A := by noncomm_ring
    _ = ((A + B) * F) * A := by rw [hF]
    _ = A * F * A + B * F * A := by noncomm_ring
```

## (c) Removing the coupling to the environment

Show that

AH = AFA and HA = AFA.

Multiply the definition of H by A from the left, then use AB = 0 and part (a):

AH = AF − ABF − AFB = AF − AFB = AFA.

From the right, use BA = 0 and part (b):

HA = FA − BFA − FBA = FA − BFA = AFA.

Each projection term cancels one coupling block. The Lean statement joins the two equations by `∧`, and `constructor` splits them again.

```lean
/-- If `F` commutes with the total density, then multiplying the Huzinaga operator by the active
density from either side gives the active block of the full Fock operator. -/
theorem huzinaga_active_block {A B F : R} (hA : A * A = A) (hAB : A * B = 0)
    (hBA : B * A = 0) (hF : F * (A + B) = (A + B) * F) :
    A * huzinaga F B = A * F * A ∧ huzinaga F B * A = A * F * A := by
  constructor
  · calc A * huzinaga F B = A * F - A * B * F - A * F * B := by
          unfold huzinaga; noncomm_ring
      _ = A * F - A * F * B := by rw [hAB, zero_mul, sub_zero]
      _ = A * F * A := sub_eq_iff_eq_add.mpr (active_row hA hAB hF)
  · calc huzinaga F B * A = F * A - B * F * A - F * (B * A) := by
          unfold huzinaga; noncomm_ring
      _ = F * A - B * F * A := by rw [hBA, mul_zero, sub_zero]
      _ = A * F * A := sub_eq_iff_eq_add.mpr (active_column hA hBA hF)
```

## (d) Both densities are stationary

Show that

AH = HA, BH = HB, AHA = AFA.

The first equation follows from (c), where both products equal AFA. For the second, B² = B gives

BH = BF − B²F − BFB = −BFB,

HB = FB − BFB − FB² = −BFB.

For the third, AHA = (AFA)A = AFA. The environment block of F thus appears in H with its sign reversed, while the active block is unchanged.

In a code with a non-orthogonal basis, let S be the overlap matrix, D_A and D_B the density matrices per spin, and F_AO the Fock matrix. Put A = D_A S, B = D_B S and F = S⁻¹F_AO. Then SH is the matrix that is actually built and diagonalised against S:

F_AO − S D_B F_AO − F_AO D_B S.

If the program stores a closed-shell density P_B = 2D_B, each projection term takes a factor ½.

In the proof, `hl` and `hr` are the two halves of (c), and the remaining `calc` is the computation for B.

```lean
/-- Same-level embedding: if the Fock operator commutes with the total density `A + B`, the
Huzinaga operator commutes with the active and with the environment density, and its active
block is that of the Fock operator. -/
theorem same_level_embedding {A B F : R} (hA : A * A = A) (hB : B * B = B)
    (hAB : A * B = 0) (hBA : B * A = 0) (hF : F * (A + B) = (A + B) * F) :
    A * huzinaga F B = huzinaga F B * A ∧ B * huzinaga F B = huzinaga F B * B ∧
      A * huzinaga F B * A = A * F * A := by
  obtain ⟨hl, hr⟩ := huzinaga_active_block hA hAB hBA hF
  refine ⟨hl.trans hr.symm, ?_, ?_⟩
  · calc B * huzinaga F B = B * F - B * B * F - B * F * B := by
          unfold huzinaga; noncomm_ring
      _ = F * B - B * F * B - F * (B * B) := by rw [hB]; noncomm_ring
      _ = huzinaga F B * B := by unfold huzinaga; noncomm_ring
  · rw [hl, mul_assoc (A * F) A A, hA]
```

## (e) A criterion for freeze-and-thaw

Drop the assumption that F commutes with A + B. Write H_B = F − BF − FB and H_A = F − AF − FA, and show that

F(A + B) = (A + B)F ⇔ AH_B = H_B A and BH_A = H_A B.

The forward direction is (d), used once as it stands and once with A and B exchanged. For the converse, AB = BA = 0 turns the two conditions on the right into

AF − AFB = FA − BFA,

BF − BFA = FB − AFB.

Add them. The blocks AFB and BFA occur on both sides and cancel, which leaves (A + B)F = F(A + B).

A freeze-and-thaw calculation relaxes each subsystem in turn in the field of the other. If it does so with the operators H_B and H_A, at the same mean-field level for both subsystems, the criterion applies to its end point, where both conditions contain the same F, provided that the two densities are orthogonal there (AB = BA = 0). It does not cover calculations that use an approximate kinetic-energy functional in place of the projection terms. In Lean, `key` expands one condition for general X and Y, `e1` and `e2` are its two instances, and the last `calc` adds them.

```lean
/-- Freeze-and-thaw criterion: the Fock operator commutes with the total density exactly when
each subsystem density commutes with the Huzinaga operator built from the other one. -/
theorem freeze_and_thaw_iff {A B F : R} (hA : A * A = A) (hB : B * B = B)
    (hAB : A * B = 0) (hBA : B * A = 0) :
    F * (A + B) = (A + B) * F ↔
      A * huzinaga F B = huzinaga F B * A ∧ B * huzinaga F A = huzinaga F A * B := by
  constructor
  · intro hF
    have hF' : F * (B + A) = (B + A) * F := by rw [add_comm B A]; exact hF
    exact ⟨(same_level_embedding hA hB hAB hBA hF).1,
      (same_level_embedding hB hA hBA hAB hF').1⟩
  · rintro ⟨h1, h2⟩
    -- each subsystem condition, written out in blocks of `F`
    have key : ∀ X Y : R, X * Y = 0 → Y * X = 0 →
        X * huzinaga F Y = huzinaga F Y * X →
        X * F - X * F * Y = F * X - Y * F * X := by
      intro X Y hXY hYX h
      calc X * F - X * F * Y = X * huzinaga F Y + X * Y * F := by
            unfold huzinaga; noncomm_ring
        _ = huzinaga F Y * X + F * (Y * X) := by rw [h, hXY, hYX, zero_mul, mul_zero]
        _ = F * X - Y * F * X := by unfold huzinaga; noncomm_ring
    have e1 := key A B hAB hBA h1
    have e2 := key B A hBA hAB h2
    -- in the sum of the two conditions the coupling blocks cancel
    calc F * (A + B)
        = (F * A - B * F * A) + (F * B - A * F * B) + (B * F * A + A * F * B) := by
          noncomm_ring
      _ = (A * F - A * F * B) + (B * F - B * F * A) + (B * F * A + A * F * B) := by
          rw [e1, e2]
      _ = (A + B) * F := by noncomm_ring
```

## (f) What a level shift does instead

Another common way to keep the active orbitals out of the environment is to add μB to F, with μ a large number. Using only AB = BA = 0, show that

A(F + μB) = (F + μB)A ⇔ AF = FA.

The shift drops out on both sides:

A(F + μB) = AF + μAB = AF, (F + μB)A = FA + μBA = FA.

If F couples A to B, the active density is therefore not stationary at any finite μ. In the Lean statement μ belongs to a commutative ring `k` over which R is an algebra; real μ and real matrices are one case.

```lean
/-- The Fock operator with the environment shifted by `μ` commutes with the active density
exactly when the unshifted Fock operator does. -/
theorem level_shift_iff {k : Type*} [CommRing k] [Algebra k R] {A B F : R} (μ : k)
    (hAB : A * B = 0) (hBA : B * A = 0) :
    A * (F + μ • B) = (F + μ • B) * A ↔ A * F = F * A := by
  rw [mul_add, add_mul, mul_smul_comm, smul_mul_assoc, hAB, hBA, smul_zero, add_zero,
    add_zero]

end Ring
```

## (g) Which levels are filled

Stationarity does not say that A is the density obtained by filling the lowest levels of H. For that, let A, B and F be linear operators on a complex inner product space, with B symmetric. Assume for every x ≠ 0 that

(A + B)x = x implies Re⟨x, Fx⟩ < 0,

(A + B)x = 0 implies Re⟨x, Fx⟩ > 0.

This is aufbau filling of the whole system with the zero of energy placed in the gap. Show that AH = HA and that, for every x ≠ 0,

Ax = x implies Re⟨x, Hx⟩ < 0,

Ax = 0 implies Re⟨x, Hx⟩ > 0.

Commutation is (d). If Ax = x, then Bx = BAx = 0 and (A + B)x = x. Symmetry of B gives ⟨x, BFx⟩ = ⟨Bx, Fx⟩ = 0, so ⟨x, Hx⟩ = ⟨x, Fx⟩, whose real part is negative.

If Ax = 0, split x = u + w with u = Bx and w = x − Bx. Then (A + B)u = u and Aw = Bw = 0. Part (a) with A and B exchanged reads BF = BFB + BFA, hence BFw = 0 and

Hx = Fx − BFx − FBx = Fw − BFu.

Symmetry of B also gives ⟨u, Fw⟩ = ⟨x, BFw⟩ = 0 and ⟨x, BFu⟩ = ⟨u, Fu⟩. Therefore

⟨x, Hx⟩ = ⟨w, Fw⟩ − ⟨u, Fu⟩.

Neither −Re⟨u, Fu⟩ nor Re⟨w, Fw⟩ is negative. Since x ≠ 0, at least one of u and w is nonzero, and the sum is positive.

The zero of energy matters: replacing F by F − c changes H by −c + 2cB, which for c ≠ 0 is a uniform shift only if B is 0 or the identity. The theorem does not cover an unshifted F whose lowest virtual level is negative, as can happen in Kohn–Sham calculations. For symmetric A and F in finite dimension, filling as many of the lowest levels of H as there are active orbitals still gives A in that case, as long as all occupied levels of F are negative and lie below the virtual ones. The active levels of H then do not exceed the highest occupied level of F, the environment levels are positive, and the virtual levels are unchanged. This last remark is not part of the Lean proof.

In Lean, `Module.End ℂ E` is the ring of linear maps from E to itself, with composition as product. E may have any dimension, but the operators are defined on all of it. Only B is assumed symmetric, which is why real parts appear. The hypotheses `hocc` and `hvir` are the two aufbau conditions, `key` is the last displayed equation, and the case split on `B x = 0` finds the strictly positive term.

```lean
/-- Let `A` and `B` be idempotents with `A B = B A = 0`, let `B` be symmetric, and let `F` commute
with `A + B`. Suppose the real part of `⟨x, F x⟩` is negative for nonzero `x` in the range of `A +
B` and positive for nonzero `x` in its kernel. Then the Huzinaga operator `H` commutes with `A`, and
the real part of `⟨x, H x⟩` is negative for nonzero `x` in the range of `A` and positive for nonzero
`x` in the kernel of `A`. -/
theorem active_density_occupation {E : Type*} [NormedAddCommGroup E] [InnerProductSpace ℂ E]
    {A B F : Module.End ℂ E} (hA : A * A = A) (hB : B * B = B)
    (hAB : A * B = 0) (hBA : B * A = 0) (hF : F * (A + B) = (A + B) * F)
    (hBs : LinearMap.IsSymmetric B)
    (hocc : ∀ x, (A + B) x = x → x ≠ 0 → (inner ℂ x (F x)).re < 0)
    (hvir : ∀ x, (A + B) x = 0 → x ≠ 0 → 0 < (inner ℂ x (F x)).re) :
    A * huzinaga F B = huzinaga F B * A ∧
      (∀ x, A x = x → x ≠ 0 → (inner ℂ x (huzinaga F B x)).re < 0) ∧
      (∀ x, A x = 0 → x ≠ 0 → 0 < (inner ℂ x (huzinaga F B x)).re) := by
  have ab : ∀ x, A (B x) = 0 := fun x => LinearMap.congr_fun hAB x
  have ba : ∀ x, B (A x) = 0 := fun x => LinearMap.congr_fun hBA x
  have bb : ∀ x, B (B x) = B x := fun x => LinearMap.congr_fun hB x
  have hH : ∀ x, huzinaga F B x = F x - B (F x) - F (B x) := fun x => rfl
  refine ⟨(same_level_embedding hA hB hAB hBA hF).1, ?_, ?_⟩
  · intro x hx hx0
    have hb : B x = 0 := by
      have h := ba x
      rwa [hx] at h
    have z : inner ℂ x (B (F x)) = 0 := by rw [← hBs x (F x), hb, inner_zero_left]
    rw [hH, hb, map_zero, sub_zero, inner_sub_right, z, sub_zero]
    exact hocc x (by rw [LinearMap.add_apply, hx, hb, add_zero]) hx0
  · intro x hx hx0
    -- split `x` into its environment part `B x` and its virtual part `x - B x`
    have hAw : A (x - B x) = 0 := by rw [map_sub, hx, ab, sub_zero]
    have hBw : B (x - B x) = 0 := by rw [map_sub, bb, sub_self]
    have hPw : (A + B) (x - B x) = 0 := by rw [LinearMap.add_apply, hAw, hBw, add_zero]
    have hPu : (A + B) (B x) = B x := by rw [LinearMap.add_apply, ab, bb, zero_add]
    have hF' : F * (B + A) = (B + A) * F := by rw [add_comm B A]; exact hF
    have hBF : B (F (x - B x)) = 0 := by
      have h : B (F (x - B x)) = B (F (B (x - B x))) + B (F (A (x - B x))) :=
        LinearMap.congr_fun (active_row hB hBA hF') (x - B x)
      rw [h, hBw, hAw, map_zero, map_zero, add_zero]
    have h2 : B (F x) = B (F (B x)) := by
      have h := hBF
      rw [map_sub, map_sub] at h
      exact sub_eq_zero.mp h
    have hHx : huzinaga F B x = F (x - B x) - B (F (B x)) := by
      rw [hH, h2, map_sub]; abel
    have h3 : inner ℂ (B x) (F (x - B x)) = 0 := by
      rw [hBs x (F (x - B x)), hBF, inner_zero_right]
    -- the environment energy enters with reversed sign
    have key : inner ℂ x (huzinaga F B x) =
        inner ℂ (x - B x) (F (x - B x)) - inner ℂ (B x) (F (B x)) := by
      rw [hHx, inner_sub_right, ← hBs x (F (B x)),
        inner_sub_left x (B x) (F (x - B x)), h3, sub_zero]
    rw [key, Complex.sub_re]
    by_cases hu : B x = 0
    · have hw := hvir (x - B x) hPw (by rw [hu, sub_zero]; exact hx0)
      have h0 : (inner ℂ (B x) (F (B x))).re = 0 := by
        rw [hu, inner_zero_left, Complex.zero_re]
      linarith
    · have hneg := hocc (B x) hPu hu
      have hw : 0 ≤ (inner ℂ (x - B x) (F (x - B x))).re := by
        by_cases h : x - B x = 0
        · rw [h, inner_zero_left, Complex.zero_re]
        · exact (hvir _ hPw h).le
      linarith
```

## (h) Three orbitals with a coupled active orbital

Take three orthonormal orbitals. The first is active, the second is the environment and the third is virtual.

```lean
/-- Density of the first of three orthonormal orbitals. -/
def activeD : Matrix (Fin 3) (Fin 3) ℝ := !![1, 0, 0; 0, 0, 0; 0, 0, 0]

/-- Density of the second of three orthonormal orbitals. -/
def environmentD : Matrix (Fin 3) (Fin 3) ℝ := !![0, 0, 0; 0, 1, 0; 0, 0, 0]
```

The Fock matrix has rows (−2, 1, 0), (1, −2, 0) and (0, 0, 1).

```lean
/-- A Fock matrix that couples the first two orbitals to each other but not to the third. -/
def fock : Matrix (Fin 3) (Fin 3) ℝ := !![-2, 1, 0; 1, -2, 0; 0, 0, 1]
```

Show that these matrices satisfy all the ring assumptions and that, nevertheless,

AF ≠ FA.

The matrices A and B are diagonal, with a single 1 in different places, so they are idempotent and their products vanish. Their sum is diag(1, 1, 0). Since F does not connect the third orbital to the other two, F(A + B) and (A + B)F are both the matrix with rows (−2, 1, 0), (1, −2, 0) and (0, 0, 0). In row 0, column 1, counted from zero as in Lean, AF has the entry 1 and FA has 0.

The Huzinaga operator follows by direct subtraction. BF keeps only the second row of F, and FB only its second column. The off-diagonal entries become 1 − 1 = 0, and the environment entry becomes −2 + 2 + 2 = 2, so

H = diag(−2, 2, 1).

The eigenvalues of F are −3, −1 and 1, with two levels filled. H has one negative level, and filling it gives back A. With a level shift, F + μB keeps the off-diagonal 1, and for large μ its lowest orbital contains an environment amplitude of about −1/μ.

The Lean proof compares the five matrix equalities entry by entry and refutes the sixth equality at the entry named above.

```lean
/-- The three matrices satisfy the relations of same-level embedding, while the Fock matrix
does not commute with the active density. -/
theorem same_level_embedding_witness :
    activeD * activeD = activeD ∧ environmentD * environmentD = environmentD ∧
      activeD * environmentD = 0 ∧ environmentD * activeD = 0 ∧
      fock * (activeD + environmentD) = (activeD + environmentD) * fock ∧
      activeD * fock ≠ fock * activeD := by
  refine ⟨?_, ?_, ?_, ?_, ?_, ?_⟩
  iterate 5
    · ext i j
      fin_cases i <;> fin_cases j <;>
        simp [activeD, environmentD, fock, Matrix.mul_apply, Fin.sum_univ_succ]
  · intro h
    have h01 := congrFun (congrFun h 0) 1
    simp [activeD, fock, Matrix.mul_apply, Fin.sum_univ_succ] at h01

end SameLevelEmbedding
```

```lean
#print axioms SameLevelEmbedding.same_level_embedding
#print axioms SameLevelEmbedding.freeze_and_thaw_iff
#print axioms SameLevelEmbedding.level_shift_iff
#print axioms SameLevelEmbedding.active_density_occupation
```

```
'SameLevelEmbedding.same_level_embedding' depends on axioms: [propext]
'SameLevelEmbedding.freeze_and_thaw_iff' depends on axioms: [propext]
'SameLevelEmbedding.level_shift_iff' depends on axioms: [propext, Quot.sound]
'SameLevelEmbedding.active_density_occupation' depends on axioms: [propext, Classical.choice, Quot.sound]
```
